# A dipole decaying as exp(−At/2) has a Lorentzian spectrum of full width A at half maximum

Let an excited state decay at a rate A > 0, and let its radiating dipole start at t = 0 with an amplitude that falls as exp(−At/2). At detuning w from the transition frequency, both measured as angular frequencies, the normalised emission spectrum is

S(w) = A / (2π(w² + A²/4)).

Its integral over all real w is 1, it is largest at w = 0, and it equals half that maximum exactly at w = A/2 and w = −A/2. The distance between these two points, A, is the natural linewidth. Half of the emission lies between them.

## The dipole and its spectrum

An excited state of finite lifetime doesn't emit at a single sharp frequency. If its population decays as exp(−At), the lifetime is 1/A, and the dipole amplitude, for a stable lower level and without collisions or other dephasing, decays at half the rate. The question is what line shape this decay produces.

```lean
import Mathlib

open MeasureTheory
open scoped Real

namespace NaturalLinewidth

noncomputable section
```

With the oscillation at the transition frequency ω₀ removed, only the detuning w = ω − ω₀ remains. It is an angular frequency, and many texts write Γ or γ for the rate called A here. The Fourier amplitude is

F(w) = ∫ over t > 0 of exp(−At/2 + iwt) dt.

In Lean, `A` and `w` are real numbers, `amplitude A w` is the complex number F(w), and `Set.Ioi 0` is the half-line t > 0. The name `amplitude` thus belongs to the frequency domain, not to the decaying signal itself.

```lean
/-- The Fourier amplitude at detuning `w` of a dipole that starts at time zero and
decays as `exp (-A t / 2)`. -/
def amplitude (A w : ℝ) : ℂ :=
  ∫ t in Set.Ioi (0 : ℝ), Complex.exp (-(A : ℂ) * t / 2 + Complex.I * w * t)
```

The spectrum is the squared modulus of F with a constant in front:

S(w) = A |F(w)|² / (2π).

The constant sets the total emission to one. By Parseval's relation, the integral of |F|² over w is 2π times the integral of exp(−At) over t > 0, which is 2π/A.

```lean
/-- The emission spectrum: the squared modulus of the Fourier amplitude, multiplied by
`A / (2 π)`. -/
def spectrum (A w : ℝ) : ℝ :=
  A * ‖amplitude A w‖ ^ 2 / (2 * π)
```

Neither definition mentions a Lorentzian. The exponential decay, however, is put in and not derived from the coupling of the atom to the radiation field. The step from this model to a real atom is the assumption that its dipole follows this single exponential and that its emission is proportional to |F|².

## The Fourier integral

Write k = A/2 − iw. The integrand is exp(−kt), and up to a time T

∫ from 0 to T of exp(−kt) dt = (1 − exp(−kT)) / k.

Since |exp(−kT)| = exp(−AT/2) tends to zero for A > 0, the limit is

F(w) = 1 / (A/2 − iw).

The Lean proof writes the exponent as (−A/2 + iw)t and shows in `hre` that this complex rate has a negative real part. Mathlib's integral of a complex exponential over a half-line then gives the value, and `hden` and `key` settle the sign.

```lean
/-- For a positive decay rate `A`, the Fourier amplitude of the decaying dipole is
`1 / (A / 2 - i w)`. -/
theorem amplitude_eq {A : ℝ} (hA : 0 < A) (w : ℝ) :
    amplitude A w = 1 / ((A : ℂ) / 2 - Complex.I * w) := by
  -- the exponent is a complex rate with negative real part
  have hre : (((-A / 2 : ℝ) : ℂ) + (w : ℂ) * Complex.I).re < 0 := by
    rw [Complex.add_re, Complex.ofReal_re, Complex.re_ofReal_mul, Complex.I_re]
    linarith
  have h := integral_exp_mul_complex_Ioi hre 0
  have e : ∀ t : ℝ, -(A : ℂ) * t / 2 + Complex.I * w * t
      = (((-A / 2 : ℝ) : ℂ) + (w : ℂ) * Complex.I) * t := by
    intro t
    push_cast
    ring
  have hden : (A : ℂ) / 2 - Complex.I * w
      = -(((-A / 2 : ℝ) : ℂ) + (w : ℂ) * Complex.I) := by
    push_cast
    ring
  have key : ∀ z : ℂ, -1 / z = 1 / (-z) := fun z => by rw [div_neg, neg_div]
  simp only [amplitude, e]
  rw [h, Complex.ofReal_zero, mul_zero, Complex.exp_zero, hden]
  exact key _
```

## The squared modulus

The real and imaginary parts of A/2 − iw are A/2 and −w, so

|A/2 − iw|² = w² + A²/4,

S(w) = (A/2π) · 1/(w² + A²/4).

The first line is the auxiliary fact `hn`; the final rewriting inserts it into the definition of the spectrum.

```lean
/-- For a positive decay rate `A`, the emission spectrum is the Lorentzian
`A / (2 π (w² + A² / 4))`. -/
theorem spectrum_eq_lorentzian {A : ℝ} (hA : 0 < A) (w : ℝ) :
    spectrum A w = A / (2 * π * (w ^ 2 + A ^ 2 / 4)) := by
  have hn : ‖(A : ℂ) / 2 - Complex.I * w‖ ^ 2 = w ^ 2 + A ^ 2 / 4 := by
    have e : (A : ℂ) / 2 - Complex.I * w
        = ((A / 2 : ℝ) : ℂ) + ((-w : ℝ) : ℂ) * Complex.I := by
      push_cast
      ring
    rw [e, Complex.sq_norm, Complex.normSq_add_mul_I]
    ring
  rw [spectrum, amplitude_eq hA, norm_div, norm_one, div_pow, hn, one_pow,
    mul_one_div, div_div, mul_comm (w ^ 2 + A ^ 2 / 4) _]
```

## One profile for every decay rate

Put x = 2w/A. Then w² + A²/4 = (A²/4)(1 + x²), and

S(w) = (A/2π) · (4/A²) · 1/(1 + x²) = (2/(πA)) · 1/(1 + x²).

A faster decay makes the line broader and lower without changing its shape. The factorisation of the denominator is `e` in the proof.

```lean
/-- For a positive decay rate `A`, the spectrum is a fixed profile `1 / (1 + x²)` in the
scaled detuning `x = 2 w / A`, with height `2 / (π A)`. -/
theorem spectrum_scaled {A : ℝ} (hA : 0 < A) (w : ℝ) :
    spectrum A w = 2 / (π * A) * (1 + (2 / A * w) ^ 2)⁻¹ := by
  have hA' : A ≠ 0 := hA.ne'
  have hpi : π ≠ 0 := Real.pi_ne_zero
  have e : w ^ 2 + A ^ 2 / 4 = A ^ 2 / 4 * (1 + (2 / A * w) ^ 2) := by
    field_simp
    ring
  have hu : 1 + (2 / A * w) ^ 2 ≠ 0 := by positivity
  rw [spectrum_eq_lorentzian hA, e]
  generalize 1 + (2 / A * w) ^ 2 = u at hu
  field_simp
  ring
```

## Total emission

With dw = (A/2) dx, and with π as the integral of 1/(1 + x²) over the real line,

∫ S(w) dw = (2/(πA)) · (A/2) · π = 1.

The step `h` is this change of variable, where the factor `|(2 / A)⁻¹|` is A/2. The integral runs over every real w, so it includes detunings below −ω₀, where the emitted frequency would be negative. That part is negligible when A is far smaller than ω₀.

```lean
/-- For a positive decay rate, the spectrum integrated over all detunings is one. -/
theorem integral_spectrum {A : ℝ} (hA : 0 < A) : ∫ w : ℝ, spectrum A w = 1 := by
  have hA' : A ≠ 0 := hA.ne'
  have hpi : π ≠ 0 := Real.pi_ne_zero
  have hpos : 0 < (2 / A)⁻¹ := by positivity
  -- change of variable to the scaled detuning
  have h : ∫ x : ℝ, (1 + (2 / A * x) ^ 2)⁻¹
      = |(2 / A)⁻¹| • ∫ x : ℝ, (1 + x ^ 2)⁻¹ :=
    Measure.integral_comp_mul_left (fun x : ℝ => (1 + x ^ 2)⁻¹) (2 / A)
  simp only [spectrum_scaled hA]
  rw [integral_const_mul, h, integral_univ_inv_one_add_sq, abs_of_pos hpos, smul_eq_mul]
  field_simp
```

## Maximum and half maximum

The denominator w² + A²/4 is smallest at w = 0, so S(w) ≤ S(0) = 2/(πA). The value is half of S(0) when the denominator has doubled:

w² + A²/4 = 2 · A²/4,

w² = (A/2)²,

w = A/2 or w = −A/2.

The theorem joins four statements for A > 0: the Lorentzian formula at every w, the unit integral, the maximum at zero detuning, and an equivalence (`↔`) for the half-maximum points, which says that these two detunings qualify and no others do. In the forward direction the proof cross-multiplies, writes the difference of the two sides as 2πA(w² − (A/2)²) = 0 in `hk`, and cancels the nonzero factor 2πA. The converse is substitution.

```lean
/-- Natural linewidth: for a positive decay rate `A` the spectrum is a Lorentzian of total
integral one, is largest at zero detuning, and equals half that largest value exactly at
the detunings `A / 2` and `-A / 2`. -/
theorem natural_linewidth {A : ℝ} (hA : 0 < A) :
    (∀ w, spectrum A w = A / (2 * π * (w ^ 2 + A ^ 2 / 4))) ∧
    ∫ w : ℝ, spectrum A w = 1 ∧
    (∀ w, spectrum A w ≤ spectrum A 0) ∧
    ∀ w, spectrum A w = spectrum A 0 / 2 ↔ w = A / 2 ∨ w = -(A / 2) := by
  refine ⟨spectrum_eq_lorentzian hA, integral_spectrum hA, fun w => ?_, fun w => ?_⟩
  · -- the denominator is smallest on resonance
    rw [spectrum_eq_lorentzian hA, spectrum_eq_lorentzian hA]
    apply div_le_div_of_nonneg_left hA.le (by positivity)
    exact mul_le_mul_of_nonneg_left (by nlinarith [sq_nonneg w]) (by positivity)
  · -- half maximum means that the denominator has doubled
    have h1 : 2 * π * (w ^ 2 + A ^ 2 / 4) ≠ 0 := by positivity
    have h2 : 2 * π * ((0 : ℝ) ^ 2 + A ^ 2 / 4) * 2 ≠ 0 := by positivity
    have hne : 2 * π * A ≠ 0 := by positivity
    rw [spectrum_eq_lorentzian hA, spectrum_eq_lorentzian hA, div_div,
      div_eq_div_iff h1 h2]
    constructor
    · intro h
      have hk : 2 * π * A * (w ^ 2 - (A / 2) ^ 2) = 0 := by
        linear_combination (-1) * h
      have hw := (mul_eq_zero.mp hk).resolve_left hne
      exact sq_eq_sq_iff_eq_or_eq_neg.mp (by linarith)
    · rintro (h | h) <;> rw [h] <;> ring
```

In quantum mechanics this is the radiative line shape of an isolated emitter with one exponential decay channel and a stable lower level, free of collisional and Doppler broadening.

## Emission in a frequency band

The antiderivative of 1/(1 + x²) is arctan x. The same substitution between detunings a and b gives

∫ from a to b of S(w) dw = (arctan(2b/A) − arctan(2a/A)) / π.

The Lean integral is oriented, so it changes sign when a and b are exchanged; for a ≤ b it is the fraction of the emission in the band.

```lean
/-- For a positive decay rate `A`, the spectrum integrated from detuning `a` to detuning `b`
is the difference of the arctangents of `2 b / A` and `2 a / A`, divided by `π`. -/
theorem integral_band {A : ℝ} (hA : 0 < A) (a b : ℝ) :
    ∫ w in a..b, spectrum A w
      = (Real.arctan (2 / A * b) - Real.arctan (2 / A * a)) / π := by
  have hA' : A ≠ 0 := hA.ne'
  have hpi : π ≠ 0 := Real.pi_ne_zero
  have hc : 2 / A ≠ 0 := by positivity
  have h : ∫ x in a..b, (1 + (2 / A * x) ^ 2)⁻¹
      = (2 / A)⁻¹ • ∫ x in (2 / A * a)..(2 / A * b), (1 + x ^ 2)⁻¹ :=
    intervalIntegral.integral_comp_mul_left (fun x : ℝ => (1 + x ^ 2)⁻¹) hc
  simp only [spectrum_scaled hA]
  rw [intervalIntegral.integral_const_mul, h, integral_inv_one_add_sq, smul_eq_mul]
  generalize Real.arctan (2 / A * b) - Real.arctan (2 / A * a) = d
  field_simp
```

For a = −A/2 and b = A/2 the scaled limits are −1 and 1, and the fraction is

(π/4 + π/4) / π = 1/2.

The proof evaluates the band formula at these limits, using that arctan is odd and that arctan 1 = π/4.

```lean
/-- For a positive decay rate `A`, the spectrum integrated between the detunings `-A / 2`
and `A / 2` is one half. -/
theorem integral_within_linewidth {A : ℝ} (hA : 0 < A) :
    ∫ w in (-(A / 2))..(A / 2), spectrum A w = 1 / 2 := by
  have hA' : A ≠ 0 := hA.ne'
  have hpi : π ≠ 0 := Real.pi_ne_zero
  have e : 2 / A * (A / 2) = 1 := by field_simp
  rw [integral_band hA, mul_neg, e, Real.arctan_neg, Real.arctan_one,
    div_eq_div_iff hpi two_ne_zero]
  ring

end

end NaturalLinewidth
```

```lean
#print axioms NaturalLinewidth.spectrum_eq_lorentzian
#print axioms NaturalLinewidth.natural_linewidth
#print axioms NaturalLinewidth.integral_within_linewidth
```

```
'NaturalLinewidth.spectrum_eq_lorentzian' depends on axioms: [propext, Classical.choice, Quot.sound]
'NaturalLinewidth.natural_linewidth' depends on axioms: [propext, Classical.choice, Quot.sound]
'NaturalLinewidth.integral_within_linewidth' depends on axioms: [propext, Classical.choice, Quot.sound]
```

## A lifetime of 10 ns

Take 1/A = 10 ns, so A = 10⁸ s⁻¹. The half-maximum points lie at w = ±5 × 10⁷ rad/s. The full width is 10⁸ rad/s, which in ordinary frequency is 10⁸/(2π) Hz ≈ 15.9 MHz. The peak value is S(0) = 2/(π · 10⁸ s⁻¹) ≈ 6.37 × 10⁻⁹ s.

Doubling the band to −A ≤ w ≤ A raises the collected fraction from 1/2 only to

2 arctan(2)/π ≈ 2 · 1.107/3.142 ≈ 0.705.

Nearly 30% of the emission still lies outside, in the slowly falling wings of the line.
